# Biorthogonal partial waves and projectors: total squared norm at least $2m$ under every invertible mixing

Take one smooth partial wave $\phi$ and one projector $p$, both column vectors of coefficients in an orthonormal basis, with $p^\dagger\phi = 1$. Rescale the wave to $c\phi$ with a complex number $c \neq 0$, and allow the projector to be rescaled as well. The condition then survives only if the projector becomes $p/\bar c$. A shorter wave therefore means a longer projector. The sum of the two squared norms follows from expanding a square:

$$\|c\phi - p/\bar c\|^2 = \|c\phi\|^2 + \|p/\bar c\|^2 - 2 .$$

The sum is never below 2, and it equals 2 only if $p = |c|^2\phi$, so that the projector is parallel to the wave. For $\phi = (1,0)$ and $p = (1,1)$ this fails, and the sum $|c|^2 + 2/|c|^2$ stays at or above $2\sqrt2$.

## The bound for $m$ partial waves

Let the columns of the complex $n\times m$ matrix $\Phi$ be $m$ smooth partial waves, and let the columns of $P$ be the projectors. Assume $P^\dagger\Phi = 1$. This biorthogonality is the condition that each projector reads off the coefficient of its own partial wave and gives zero on the others. An invertible $m\times m$ matrix $M$ mixes the sets into

$$\Phi' = \Phi M, \qquad P' = P(M^{-1})^\dagger .$$

The claim is that $\operatorname{tr}(\Phi'^\dagger\Phi') + \operatorname{tr}(P'^\dagger P') \ge 2m$ for every such $M$, and that some $M$ gives equality if and only if $P = \Phi(\Phi^\dagger\Phi)^{-1}$. The inverse exists, because $\Phi^\dagger\Phi v = 0$ gives $\|\Phi v\|^2 = 0$ and then $v = P^\dagger\Phi v = 0$. These particular projectors are the canonical duals, the ones that lie in the span of the partial waves.

**The bound.** Mixing preserves biorthogonality, since $P'^\dagger\Phi' = M^{-1}P^\dagger\Phi M = 1$. Taking the adjoint gives $\Phi'^\dagger P' = 1$ as well. Hence

$$\operatorname{tr}\big[(\Phi'-P')^\dagger(\Phi'-P')\big] = \operatorname{tr}(\Phi'^\dagger\Phi') + \operatorname{tr}(P'^\dagger P') - 2m .$$

The left side is a sum of squared moduli, so it is nonnegative.

**Equality at a given $M$.** The left side vanishes exactly when $\Phi M = P(M^{-1})^\dagger$. Multiplying on the right by $M^\dagger$ turns this into $P = \Phi MM^\dagger$, and the step can be reversed. Write $S = \Phi^\dagger\Phi$ for the overlap matrix of the partial waves. Inserting $P = \Phi MM^\dagger$ into $P^\dagger\Phi = 1$ gives $MM^\dagger S = 1$, so $MM^\dagger = S^{-1}$ and $P = \Phi S^{-1}$. For square matrices a right inverse is also a left inverse, so $M(M^\dagger S) = 1$ implies $M^\dagger S M = 1$: the mixed waves are orthonormal.

**Existence of a minimising $M$.** Suppose $P = \Phi S^{-1}$. Then $P^\dagger P = P^\dagger\Phi S^{-1} = S^{-1}$. A matrix of the form $P^\dagger P$ is positive semidefinite, so it can be written as $B^\dagger B$ with $B$ square. With $M = B^\dagger$ we get $MM^\dagger = S^{-1}$. The square matrix $M$ is therefore invertible, and $P = \Phi MM^\dagger$, so equality holds.

In the projector augmented-wave method, represented here in a finite orthonormal basis, such a mixing can change the norms of the two sets but not the operator $\Phi P^\dagger$, because $\Phi'P'^\dagger = \Phi MM^{-1}P^\dagger$.

## The development in Lean

The type `n` labels basis functions and `m` labels partial waves. Both are arbitrary finite types, and `Fintype.card m` is the number written $m$ above.

```lean
import Mathlib

open Matrix
open scoped ComplexOrder MatrixOrder Matrix.Norms.L2Operator

namespace PartialWaveMixing

noncomputable section

variable {n m : Type*} [Fintype n] [Fintype m] [DecidableEq m]
```

The superscript `ᴴ` is the conjugate transpose. Overlaps are plain products such as `Φᴴ * Φ`, which fixes the convention of an orthonormal basis; a basis with its own overlap matrix is not covered. All-electron partial waves do not appear, nor does any restriction to an augmentation sphere.

```lean
/-- The total squared norm `tr (Xᴴ X)` of the columns of `X`, as a real number. -/
def weight {n m : Type*} [Fintype n] [Fintype m] (X : Matrix n m ℂ) : ℝ :=
  (Xᴴ * X).trace.re
```

The trace of $X^\dagger X$ is real, and taking `.re` only makes `weight` a real number that can be compared with $2m$.

```lean
/-- The total squared norm of the partial waves `Φ M` and the projectors `P (M⁻¹)ᴴ`
obtained by mixing with `M`. -/
def mixingCost (Φ P : Matrix n m ℂ) (M : Matrix m m ℂ) : ℝ :=
  weight (Φ * M) + weight (P * (M⁻¹)ᴴ)
```

The two terms of `mixingCost` are the two traces of the claim. The inverse is used only for mixings that satisfy `IsUnit M`, that is, invertible ones.

The next two results give the weight its meaning as a squared norm. The first writes out the trace entry by entry.

```lean
omit [DecidableEq m] in
/-- The weight is the sum of the squared moduli of all expansion coefficients. -/
theorem weight_eq_sum (X : Matrix n m ℂ) : weight X = ∑ i, ∑ j, ‖X i j‖ ^ 2 := by
  unfold weight
  rw [Finset.sum_comm]
  simp only [Matrix.trace, Matrix.diag_apply, Matrix.mul_apply,
    Matrix.conjTranspose_apply, Complex.re_sum]
  refine Finset.sum_congr rfl fun j _ => Finset.sum_congr rfl fun i _ => ?_
  rw [Complex.sq_norm, Complex.normSq_apply]
  simp [Complex.mul_re]
```

A sum of nonnegative terms is zero only if each term is zero. Applying this first to the rows and then to the entries within a row gives the second result.

```lean
omit [DecidableEq m] in
/-- The weight of `X` is zero exactly when `X = 0`. -/
theorem weight_eq_zero_iff (X : Matrix n m ℂ) : weight X = 0 ↔ X = 0 := by
  constructor
  · intro h
    rw [weight_eq_sum] at h
    have h1 : ∀ i ∈ (Finset.univ : Finset n), ∑ j, ‖X i j‖ ^ 2 = 0 := by
      refine (Finset.sum_eq_zero_iff_of_nonneg ?_).1 h
      intro i _
      positivity
    ext i j
    have h2 : ∀ j ∈ (Finset.univ : Finset m), ‖X i j‖ ^ 2 = 0 := by
      refine (Finset.sum_eq_zero_iff_of_nonneg ?_).1 (h1 i (Finset.mem_univ i))
      intro j _
      positivity
    simpa using h2 j (Finset.mem_univ j)
  · rintro rfl
    simp [weight]
```

Preservation of biorthogonality is the computation $M^{-1}(P^\dagger\Phi)M = 1$.

```lean
/-- Mixing the partial waves with an invertible `M` and the projectors with `(M⁻¹)ᴴ` preserves
biorthogonality. -/
theorem mixed_biorthogonal {Φ P : Matrix n m ℂ} (h : Pᴴ * Φ = 1)
    {M : Matrix m m ℂ} (hM : IsUnit M) : (P * (M⁻¹)ᴴ)ᴴ * (Φ * M) = 1 := by
  have hd := (Matrix.isUnit_iff_isUnit_det M).mp hM
  calc (P * (M⁻¹)ᴴ)ᴴ * (Φ * M) = M⁻¹ * ((Pᴴ * Φ) * M) := by
        simp only [conjTranspose_mul, conjTranspose_conjTranspose, Matrix.mul_assoc]
    _ = 1 := by rw [h, Matrix.one_mul, Matrix.nonsing_inv_mul M hd]
```

The expansion of the square comes next. The proof renames the mixed waves `A` and the mixed projectors `B`, obtains `Aᴴ * B = 1` as the adjoint of the previous result, and replaces both cross terms by the identity. Each identity has trace $m$, which accounts for the $2m$.

```lean
/-- For biorthogonal `Φ` and `P` and an invertible mixing `M`, the mixing cost is twice the number
of partial waves plus the squared distance between the mixed partial waves and the mixed projectors.
-/
theorem mixingCost_eq {Φ P : Matrix n m ℂ} (h : Pᴴ * Φ = 1)
    {M : Matrix m m ℂ} (hM : IsUnit M) :
    mixingCost Φ P M = 2 * (Fintype.card m : ℝ) + weight (Φ * M - P * (M⁻¹)ᴴ) := by
  have h1 := mixed_biorthogonal h hM
  unfold mixingCost
  generalize Φ * M = A at *
  generalize P * (M⁻¹)ᴴ = B at *
  have h2 : Aᴴ * B = 1 := by
    simpa [conjTranspose_mul] using congrArg conjTranspose h1
  -- both cross terms are the identity
  have e : (A - B)ᴴ * (A - B) = Aᴴ * A + Bᴴ * B - 1 - 1 := by
    rw [conjTranspose_sub, Matrix.sub_mul, Matrix.mul_sub, Matrix.mul_sub, h1, h2]
    abel
  unfold weight
  rw [e]
  simp only [Matrix.trace_sub, Matrix.trace_add, Matrix.trace_one, Complex.sub_re,
    Complex.add_re, Complex.natCast_re]
  ring
```

Equality therefore means that the remaining weight is zero, so the mixed waves and mixed projectors coincide. The facts `i1` and `i2` say that $(M^{-1})^\dagger$ and $M^\dagger$ are inverse to each other, which moves the factor across the equation in either direction.

```lean
/-- For biorthogonal `Φ` and `P`, an invertible mixing `M` brings the cost down to twice the number
of partial waves exactly when `P = Φ M Mᴴ`. -/
theorem mixingCost_eq_iff {Φ P : Matrix n m ℂ} (h : Pᴴ * Φ = 1)
    {M : Matrix m m ℂ} (hM : IsUnit M) :
    mixingCost Φ P M = 2 * (Fintype.card m : ℝ) ↔ P = Φ * (M * Mᴴ) := by
  have hd := (Matrix.isUnit_iff_isUnit_det M).mp hM
  have i1 : (M⁻¹)ᴴ * Mᴴ = 1 := by
    rw [← conjTranspose_mul, Matrix.mul_nonsing_inv M hd, conjTranspose_one]
  have i2 : Mᴴ * (M⁻¹)ᴴ = 1 := by
    rw [← conjTranspose_mul, Matrix.nonsing_inv_mul M hd, conjTranspose_one]
  rw [mixingCost_eq h hM, add_eq_left, weight_eq_zero_iff, sub_eq_zero]
  constructor
  · intro e
    rw [← Matrix.mul_assoc, e, Matrix.mul_assoc, i1, Matrix.mul_one]
  · intro e
    rw [e, Matrix.mul_assoc, Matrix.mul_assoc, i2, Matrix.mul_one]
```

Substituting this form of $P$ into the biorthogonality condition gives $MM^\dagger S = 1$.

```lean
/-- If `P = Φ M Mᴴ` is biorthogonal to `Φ`, then `M Mᴴ` inverts the overlap matrix of the
partial waves. -/
theorem mixing_mul_overlap {Φ P : Matrix n m ℂ} (h : Pᴴ * Φ = 1) {M : Matrix m m ℂ}
    (hP : P = Φ * (M * Mᴴ)) : M * (Mᴴ * (Φᴴ * Φ)) = 1 := by
  rw [hP] at h
  simpa only [conjTranspose_mul, conjTranspose_conjTranspose, Matrix.mul_assoc] using h
```

The mixings that attain $2m$ can now be characterised. In the proof, `key` identifies $S^{-1}$ with $MM^\dagger$, and `mul_eq_one_comm` exchanges right and left inverses, which links that identity to the orthonormality of $\Phi M$.

```lean
/-- For biorthogonal `Φ` and `P`, an invertible mixing `M` attains the value `2m` exactly when the
projectors are the canonical duals `Φ (Φᴴ Φ)⁻¹` and the mixed partial waves `Φ M` are orthonormal.
-/
theorem minimiser_iff_orthonormal {Φ P : Matrix n m ℂ} (h : Pᴴ * Φ = 1)
    {M : Matrix m m ℂ} (hM : IsUnit M) :
    mixingCost Φ P M = 2 * (Fintype.card m : ℝ) ↔
      P = Φ * (Φᴴ * Φ)⁻¹ ∧ (Φ * M)ᴴ * (Φ * M) = 1 := by
  rw [mixingCost_eq_iff h hM]
  have key : M * (Mᴴ * (Φᴴ * Φ)) = 1 → (Φᴴ * Φ)⁻¹ = M * Mᴴ := fun e =>
    Matrix.inv_eq_left_inv (by rw [Matrix.mul_assoc]; exact e)
  constructor
  · intro hP
    have e := mixing_mul_overlap h hP
    refine ⟨by rw [key e]; exact hP, ?_⟩
    have e' : (Mᴴ * (Φᴴ * Φ)) * M = 1 := mul_eq_one_comm.mp e
    simpa only [conjTranspose_mul, Matrix.mul_assoc] using e'
  · rintro ⟨hP, ho⟩
    have e' : (Mᴴ * (Φᴴ * Φ)) * M = 1 := by
      simpa only [conjTranspose_mul, Matrix.mul_assoc] using ho
    rw [← key (mul_eq_one_comm.mp e')]
    exact hP
```

The main theorem has biorthogonality as its only hypothesis. Its first part is the bound for every invertible mixing; its second part is the criterion for attaining it.

```lean
/-- For `m` biorthogonal partial waves and projectors, every invertible mixing has cost at
least `2m`, and some invertible mixing attains `2m` if and only if `P = Φ (Φᴴ Φ)⁻¹`. -/
theorem mixing_bound {Φ P : Matrix n m ℂ} (h : Pᴴ * Φ = 1) :
    (∀ M : Matrix m m ℂ, IsUnit M → 2 * (Fintype.card m : ℝ) ≤ mixingCost Φ P M) ∧
    ((∃ M : Matrix m m ℂ, IsUnit M ∧ mixingCost Φ P M = 2 * (Fintype.card m : ℝ)) ↔
      P = Φ * (Φᴴ * Φ)⁻¹) := by
  refine ⟨fun M hM => ?_, fun ⟨M, hM, e⟩ => ((minimiser_iff_orthonormal h hM).mp e).1,
    fun hP => ?_⟩
  · rw [mixingCost_eq h hM, weight_eq_sum]
    exact le_add_of_nonneg_right (by positivity)
  · -- the projector overlap is the inverse overlap of the partial waves
    have hS : Pᴴ * P = (Φᴴ * Φ)⁻¹ := by
      calc Pᴴ * P = Pᴴ * (Φ * (Φᴴ * Φ)⁻¹) := by rw [← hP]
        _ = (Pᴴ * Φ) * (Φᴴ * Φ)⁻¹ := (Matrix.mul_assoc _ _ _).symm
        _ = (Φᴴ * Φ)⁻¹ := by rw [h, Matrix.one_mul]
    -- a positive semidefinite matrix has a square factor, which supplies the mixing
    have hpos : (Pᴴ * P).PosSemidef := Matrix.posSemidef_conjTranspose_mul_self P
    have hfac : ∃ B : Matrix m m ℂ, Pᴴ * P = Bᴴ * B := by
      exact CStarAlgebra.nonneg_iff_eq_star_mul_self.mp
        (Matrix.nonneg_iff_posSemidef.mpr hpos)
    obtain ⟨B, hB⟩ := hfac
    have hP' : P = Φ * (Bᴴ * Bᴴᴴ) := by
      rw [conjTranspose_conjTranspose, ← hB, hS]
      exact hP
    have e := mixing_mul_overlap h hP'
    have hu : IsUnit Bᴴ := ⟨⟨Bᴴ, _, e, mul_eq_one_comm.mp e⟩, rfl⟩
    exact ⟨Bᴴ, hu, (mixingCost_eq_iff h hu).mpr hP'⟩
```

The bound follows from `mixingCost_eq` and the nonnegativity of the sum of squares. One direction of the criterion is read off from `minimiser_iff_orthonormal`. For the other, `hS` is the identity $P^\dagger P = S^{-1}$ and `hfac` supplies the factor `B`. The invertibility of `Bᴴ` comes from `mixing_mul_overlap`, which exhibits its inverse.

When the projectors are not canonical, the theorem says that $2m$ is never reached, without giving the lowest cost that is. The pair from the opening shows that this case occurs.

```lean
/-- The partial wave `(1, 0)` and the projector `(1, 1)` are biorthogonal, and every
invertible mixing of them has cost strictly above `2`. -/
theorem mixing_bound_witness :
    (!![1; 1] : Matrix (Fin 2) (Fin 1) ℂ)ᴴ * (!![1; 0] : Matrix (Fin 2) (Fin 1) ℂ) = 1 ∧
    ∀ M : Matrix (Fin 1) (Fin 1) ℂ, IsUnit M →
      2 < mixingCost (!![1; 0] : Matrix (Fin 2) (Fin 1) ℂ) !![1; 1] M := by
  have h : (!![1; 1] : Matrix (Fin 2) (Fin 1) ℂ)ᴴ *
      (!![1; 0] : Matrix (Fin 2) (Fin 1) ℂ) = 1 := by
    ext i j
    fin_cases i
    fin_cases j
    simp [Matrix.mul_apply, Fin.sum_univ_succ]
  refine ⟨h, fun M hM => ?_⟩
  have hle := (mixing_bound h).1 M hM
  refine lt_of_le_of_ne (by simpa using hle) fun he => ?_
  have hP := (mixingCost_eq_iff h hM).mp (by rw [← he]; simp)
  -- the second component of the projector cannot come from the partial wave
  have h10 := congrArg (fun A : Matrix (Fin 2) (Fin 1) ℂ => A 1 0) hP
  simp [Matrix.mul_apply] at h10

end

end PartialWaveMixing
```

If the cost were 2 for some $M$, then $P = \Phi MM^\dagger$ would hold. Its second component would read $1 = 0$, because the partial wave has no second component.

```lean
#print axioms PartialWaveMixing.mixing_bound
-- 'PartialWaveMixing.mixing_bound' depends on axioms: [propext, Classical.choice, Quot.sound]
```
